# Landau levels of a gapped two-band model on finitely excited spinors

Near a band edge where one conduction band and one valence band are coupled linearly in momentum, as in a gapped graphene-like valley, the simplest isotropic k·p Hamiltonian in two dimensions is $m\sigma_z + v_F(\sigma_x\pi_x+\sigma_y\pi_y)$. Here $2m$ is the gap (for $m>0$), $v_F$ is the band velocity and $\pi = p + eA$ is the kinetic momentum of an electron of charge $-e$. In a perpendicular field $B>0$ the components of $\pi$ no longer commute: $[\pi_x,\pi_y]=-i\hbar eB$. The operators

$$a=\frac{\pi_x-i\pi_y}{\sqrt{2\hbar eB}},\qquad b=\frac{\pi_x+i\pi_y}{\sqrt{2\hbar eB}}$$

then satisfy $ab-ba=1$, and with $w=v_F\sqrt{2\hbar eB}$ the Hamiltonian becomes

$$H=\begin{pmatrix} m & w\,a\\ w\,b & -m\end{pmatrix}.$$

Which energies does it have, and do they come in pairs $\pm E$?

## One unpaired level and a ladder of pairs

Let $a,b$ be linear maps on a complex vector space $V$ with $ab-ba=1$, let $f_0\neq0$ satisfy $af_0=0$, and let $m,w$ be real with $w\neq0$. Call a spinor *finitely excited* if some power of $a$ annihilates both components. The energies of finitely excited eigenvectors of $H$ are exactly

$$-m\quad\text{and}\quad \pm\sqrt{m^2+w^2n},\qquad n=1,2,3,\dots$$

Physically, the restriction selects envelope functions built from finitely many oscillator levels. It takes the place of normalisability, since $V$ carries no inner product.

**The states.** Put $f_n=b^nf_0$. First, $af_1=baf_0+f_0=f_0$. If $af_{n+1}=(n+1)f_n$, then

$$af_{n+2}=b(af_{n+1})+f_{n+1}=(n+1)f_{n+1}+f_{n+1}=(n+2)f_{n+1}.$$

So $af_{n+1}=(n+1)f_n$ for all $n\ge0$. If $f_{n+1}$ vanished, so would $f_n$; hence no $f_n$ vanishes. The same relation gives $a^{n+1}f_n=0$ by induction.

The unpaired level is immediate: $H(0,f_0)=(w\,af_0,-mf_0)=-m(0,f_0)$. For the pairs, let $E^2=m^2+w^2(n+1)$ with $n\ge0$ and take $\psi=((E+m)f_n,\;wf_{n+1})$. The components of $H\psi$ are

$$m(E+m)f_n+w^2(n+1)f_n=\big[m(E+m)+E^2-m^2\big]f_n=E(E+m)f_n,$$
$$w(E+m)f_{n+1}-mwf_{n+1}=E\,wf_{n+1}.$$

Thus $H\psi=E\psi$, and $\psi\neq0$ because $wf_{n+1}\neq0$.

These vectors are not normalised. When $b=a^\dagger$ and $f_0$ has unit norm, $\varphi_n=f_n/\sqrt{n!}$ are the usual number states, and the unit spinor is

$$\frac{1}{\sqrt{2E(E+m)}}\Big((E+m)\varphi_n,\;w\sqrt{n+1}\,\varphi_{n+1}\Big).$$

**No other energies.** Suppose $ba\,x=\mu x$ with $x\neq0$ and $a^Nx=0$. If $ax=0$, then $\mu=0$. Otherwise

$$ba(ax)=ab(ax)-ax=(\mu-1)\,ax,$$

so $ax$ is an eigenvector with eigenvalue $\mu-1$, annihilated by $a^{N-1}$. Repeated lowering must reach a vector annihilated by $a$, so $\mu$ is a natural number.

One consequence is needed twice. If $a^Nu=0$ and $ab\,u=0$, then $ba\,u=-u$; since $-1$ is not a natural number, $u=0$.

Now let $(u,v)\neq0$ be a finitely excited eigenvector with energy $E$:

$$w\,av=(E-m)u,\qquad w\,bu=(E+m)v.$$

If $v=0$, then $bu=0$, hence $u=0$, a contradiction. So $v\neq0$, and eliminating $u$ gives

$$ba\,v=\frac{E^2-m^2}{w^2}\,v.$$

The factor is a natural number $n$, so $E^2=m^2+w^2n$. For $n\ge1$ this is the stated pair. For $n=0$, $E=\pm m$. Suppose $E=m\neq0$. Then $av=0$ and $w\,bu=2mv$, so $ab\,u=0$, $u=0$ and finally $v=0$, again a contradiction. Only $-m$ remains.

**The massless limit.** At $m=0$ the energies are $0$ and $\pm|w|\sqrt n$. The unpaired level becomes the zero mode, and the distinction between $+m$ and $-m$ disappears.

For this single-valley model with $m\neq0$, the absence of $+m$ helps in reading numerical spectra. If both components are expanded in the lowest $M$ number states $\varphi_0,\dots,\varphi_{M-1}$, the truncated $b$ annihilates $\varphi_{M-1}$, and $(\varphi_{M-1},0)$ appears at $+m$ as an artefact of the truncation. In the other valley of gapped graphene, with the same field and the same energy offset between the sublattices, the unpaired level itself lies at $+m$. A calculation that includes both valleys therefore has a genuine level there, and the artefact of the first valley, if present, coincides with it in energy.

## The Hamiltonian and its states in Lean

The space `V` is any complex vector space, with no topology or inner product.

```lean
import Mathlib

open Polynomial

namespace MassiveDiracLandauLevels

noncomputable section

variable {V : Type*} [AddCommGroup V] [Module ℂ V]
```

Operators are elements of `Module.End ℂ V`, and a spinor is a pair in `V × V`. The two arguments of `LinearMap.prod` are the rows of the matrix. The parameters `m` and `w` are real and are cast to complex numbers where they multiply vectors.

```lean
/-- The two-band Hamiltonian `[[m, w a], [w b, -m]]` acting on two-component envelope
functions. -/
def hamiltonian (a b : Module.End ℂ V) (m w : ℝ) : Module.End ℂ (V × V) :=
  LinearMap.prod
    ((m : ℂ) • LinearMap.fst ℂ V V + (w : ℂ) • (a ∘ₗ LinearMap.snd ℂ V V))
    ((w : ℂ) • (b ∘ₗ LinearMap.fst ℂ V V) - (m : ℂ) • LinearMap.snd ℂ V V)
```

In the next definition `f` is $f_0$, so `fock b f n` is $f_n$.

```lean
/-- The oscillator state `fₙ = bⁿ f₀`, built by applying the raising operator `n` times. -/
def fock (b : Module.End ℂ V) (f : V) : ℕ → V
  | 0 => f
  | n + 1 => b (fock b f n)

/-- The energy `√(m² + w² n)`. -/
def level (m w : ℝ) (n : ℕ) : ℝ := √(m ^ 2 + w ^ 2 * n)
```

The index of `spinor` is that of its upper component: `spinor b f m w n E` belongs to level $n+1$ when $E$ has the corresponding value.

```lean
/-- The spinor `((E + m) fₙ, w fₙ₊₁)`. -/
def spinor (b : Module.End ℂ V) (f : V) (m w : ℝ) (n : ℕ) (E : ℂ) : V × V :=
  ((E + m) • fock b f n, (w : ℂ) • fock b f (n + 1))
```

The definition of finite excitation uses one exponent `N` for both components; the larger of two separate exponents always serves.

```lean
/-- A spinor is finitely excited if some power of the lowering operator annihilates both
of its components. -/
def FinitelyExcited (a : Module.End ℂ V) (ψ : V × V) : Prop :=
  ∃ N : ℕ, (a ^ N) ψ.1 = 0 ∧ (a ^ N) ψ.2 = 0
```

## Raising and lowering

The commutator is first applied to a vector, giving the form $abx=bax+x$ used throughout.

```lean
/-- The relation `ab - ba = 1` applied to a vector: `a b x = b a x + x`. -/
theorem comm_apply {a b : Module.End ℂ V} (hab : a * b - b * a = 1) (x : V) :
    a (b x) = b (a x) + x := by
  have h : a (b x) - b (a x) = x := LinearMap.congr_fun hab x
  exact sub_eq_iff_eq_add'.mp h
```

The induction for $af_{n+1}=(n+1)f_n$ follows the calculation above, with `module` collecting the multiples of $f_{n+1}$.

```lean
/-- If `ab - ba = 1` and `a f₀ = 0`, lowering acts as `a fₙ₊₁ = (n + 1) fₙ`. -/
theorem lower_fock {a b : Module.End ℂ V} (hab : a * b - b * a = 1) {f : V}
    (hf : a f = 0) (n : ℕ) :
    a (fock b f (n + 1)) = ((n : ℂ) + 1) • fock b f n := by
  induction n with
  | zero =>
    change a (b f) = (((0 : ℕ) : ℂ) + 1) • f
    rw [comm_apply hab, hf]
    simp
  | succ n ih =>
    change a (b (fock b f (n + 1))) = _
    rw [comm_apply hab, ih, map_smul]
    change ((n : ℂ) + 1) • fock b f (n + 1) + fock b f (n + 1) = _
    push_cast
    module
```

The next lemma joins the two facts about $f_n$: it is nonzero, and $n+1$ lowerings annihilate it.

```lean
/-- If `ab - ba = 1` and `f₀` is a nonzero vector with `a f₀ = 0`, every `fₙ` is nonzero and
is annihilated by `n + 1` lowerings. -/
theorem fock_ne_zero_and_finite {a b : Module.End ℂ V} (hab : a * b - b * a = 1) {f : V}
    (hf : a f = 0) (hf0 : f ≠ 0) (n : ℕ) :
    fock b f n ≠ 0 ∧ (a ^ (n + 1)) (fock b f n) = 0 := by
  induction n with
  | zero => exact ⟨hf0, by simpa [fock] using hf⟩
  | succ n ih =>
    have hl := lower_fock hab hf n
    constructor
    · intro h
      rw [h, map_zero] at hl
      exact (smul_eq_zero.mp hl.symm).elim (Nat.cast_add_one_ne_zero n) ih.1
    · rw [pow_succ, Module.End.mul_apply, hl, map_smul, ih.2, smul_zero]
```

Repeated lowering becomes an induction on `N`, with the vector and its eigenvalue left general so that the hypothesis applies to $ax$ and $\mu-1$. The case split on `a x = 0` is the one made by hand.

```lean
/-- If `ab - ba = 1`, an eigenvector of `ba` that is annihilated by some power of `a` has a
natural number as its eigenvalue. -/
theorem number_quantised {a b : Module.End ℂ V} (hab : a * b - b * a = 1) (N : ℕ) :
    ∀ (x : V) (μ : ℂ), x ≠ 0 → (a ^ N) x = 0 → b (a x) = μ • x → ∃ n : ℕ, μ = n := by
  induction N with
  | zero =>
    intro x μ hx hN _
    exact absurd (by simpa using hN) hx
  | succ N ih =>
    intro x μ hx hN hμ
    by_cases h : a x = 0
    · rw [h, map_zero] at hμ
      exact ⟨0, by simpa using (smul_eq_zero.mp hμ.symm).resolve_right hx⟩
    · -- lowering once reduces the eigenvalue by one
      have h1 : b (a (a x)) = (μ - 1) • a x := by
        have h2 := comm_apply hab (a x)
        rw [hμ, map_smul] at h2
        linear_combination (norm := module) -h2
      rw [pow_succ, Module.End.mul_apply] at hN
      obtain ⟨n, hn⟩ := ih (a x) (μ - 1) h hN h1
      exact ⟨n + 1, by push_cast; linear_combination hn⟩
```

Applied with eigenvalue $-1$, this shows that a raised, finitely excited state is never a nonzero vacuum, and that it vanishes only if the original state does.

```lean
/-- If `ab - ba = 1` and some power of `a` annihilates `u`, then `b u` is annihilated by `a`
only when `u = 0`. -/
theorem raised_not_vacuum {a b : Module.End ℂ V} (hab : a * b - b * a = 1) {u : V} {N : ℕ}
    (hN : (a ^ N) u = 0) (h : a (b u) = 0) : u = 0 := by
  by_contra hu
  have h1 : b (a u) = (-1 : ℂ) • u := by
    have h2 := comm_apply hab u
    rw [h] at h2
    linear_combination (norm := module) -h2
  obtain ⟨n, hn⟩ := number_quantised hab N u (-1) hu hN h1
  have h3 : ((n + 1 : ℕ) : ℂ) = 0 := by push_cast; linear_combination -hn
  exact Nat.succ_ne_zero n (Nat.cast_eq_zero.mp h3)
```

## Eigenvectors and the missing level

The eigenvector theorem takes a complex $E$ with $E^2=m^2+w^2(n+1)$, so it treats both signs of the root together. In the upper component `match_scalars` reduces the vector equation to its coefficients, and `linear_combination -hE` inserts the condition on $E^2$.

```lean
/-- Let `ab - ba = 1`, `a f₀ = 0`, `f₀ ≠ 0` and `w ≠ 0`. If `E² = m² + w² (n + 1)`, the spinor
`((E + m) fₙ, w fₙ₊₁)` is nonzero and is an eigenvector of the Hamiltonian with energy `E`. -/
theorem spinor_eigenvector {a b : Module.End ℂ V} (hab : a * b - b * a = 1) {f : V}
    (hf : a f = 0) (hf0 : f ≠ 0) {m w : ℝ} (hw : w ≠ 0) (n : ℕ) {E : ℂ}
    (hE : E ^ 2 = (m : ℂ) ^ 2 + (w : ℂ) ^ 2 * ((n : ℂ) + 1)) :
    spinor b f m w n E ≠ 0 ∧
      hamiltonian a b m w (spinor b f m w n E) = E • spinor b f m w n E := by
  constructor
  · intro h
    have h2 : (w : ℂ) • fock b f (n + 1) = 0 := congrArg Prod.snd h
    exact (smul_eq_zero.mp h2).elim (Complex.ofReal_ne_zero.mpr hw)
      (fock_ne_zero_and_finite hab hf hf0 (n + 1)).1
  · apply Prod.ext
    · change (m : ℂ) • ((E + m) • fock b f n) + (w : ℂ) • a ((w : ℂ) • fock b f (n + 1))
        = E • ((E + m) • fock b f n)
      rw [map_smul, lower_fock hab hf]
      match_scalars
      linear_combination -hE
    · change (w : ℂ) • b ((E + m) • fock b f n) - (m : ℂ) • ((w : ℂ) • b (fock b f n))
        = E • ((w : ℂ) • b (fock b f n))
      rw [map_smul]
      module
```

The exclusion of $+m$ reads off the two component equations, obtains $av=0$ and $w\,bu=2mv$, and applies $a$ to the second. The hypothesis `hm` says that the gap is open.

```lean
/-- If `ab - ba = 1`, `m ≠ 0` and `w ≠ 0`, no nonzero finitely excited spinor has
energy `+m`. -/
theorem no_level_at_plus_mass {a b : Module.End ℂ V} (hab : a * b - b * a = 1) {m w : ℝ}
    (hm : m ≠ 0) (hw : w ≠ 0) {ψ : V × V} (hfin : FinitelyExcited a ψ)
    (hψ : hamiltonian a b m w ψ = (m : ℂ) • ψ) : ψ = 0 := by
  obtain ⟨u, v⟩ := ψ
  obtain ⟨N, hu, -⟩ := hfin
  have hw' : (w : ℂ) ≠ 0 := Complex.ofReal_ne_zero.mpr hw
  have hm' : (2 * m : ℂ) ≠ 0 := mul_ne_zero two_ne_zero (Complex.ofReal_ne_zero.mpr hm)
  have h1 : (m : ℂ) • u + (w : ℂ) • a v = (m : ℂ) • u := congrArg Prod.fst hψ
  have h2 : (w : ℂ) • b u - (m : ℂ) • v = (m : ℂ) • v := congrArg Prod.snd hψ
  have h3 : (w : ℂ) • a v = 0 := by linear_combination (norm := module) h1
  have hav : a v = 0 := (smul_eq_zero.mp h3).resolve_left hw'
  have hbu : (w : ℂ) • b u = (2 * m : ℂ) • v := by linear_combination (norm := module) h2
  -- the raised state `b u` would be a vacuum
  have h4 := congrArg a hbu
  rw [map_smul, map_smul, hav, smul_zero] at h4
  have hu0 : u = 0 := raised_not_vacuum hab hu ((smul_eq_zero.mp h4).resolve_left hw')
  rw [hu0, map_zero, smul_zero] at hbu
  exact Prod.ext hu0 ((smul_eq_zero.mp hbu.symm).resolve_left hm')
```

## The complete list of energies

A small lemma squares the real root and transfers the result to the complex numbers.

```lean
/-- The square of `√(m² + w² n)` is `m² + w² n`, read as complex numbers. -/
theorem level_sq (m w : ℝ) (n : ℕ) :
    (level m w n : ℂ) ^ 2 = (m : ℂ) ^ 2 + (w : ℂ) ^ 2 * (n : ℂ) := by
  have h := Real.sq_sqrt (show 0 ≤ m ^ 2 + w ^ 2 * (n : ℝ) by positivity)
  unfold level
  exact_mod_cast h
```

The main theorem is an equivalence. Its left side says that a nonzero, finitely excited spinor with $H\psi=E\psi$ exists; its right side lists the energies. Since `E` is an arbitrary complex number, the reality of these energies is a conclusion, obtained without assuming that $H$ is self-adjoint. One nonzero vacuum is required, but there may be many independent ones, as in an extended sample where each Landau level is degenerate. The theorem does not count these degeneracies, and it says nothing about infinite superpositions or completeness of the eigenvectors. Spin, further bands, disorder and electron interactions are absent from the model.

In the forward direction, `hv0` establishes $v\neq0$, `number_quantised` supplies $n$, and the case $n=0$ is settled by the preceding exclusion or, when $m=0$, directly. The reverse direction supplies $(0,f_0)$ for $-m$ and, writing $n=k+1$, the spinor with index `k` for the pairs. It also checks that each is finitely excited.

```lean
/-- Landau levels of the massive two-band model: if `ab - ba = 1`, a nonzero `f₀` with
`a f₀ = 0` exists and `w ≠ 0`, the energies of finitely excited eigenvectors are exactly `-m`
and `±√(m² + w² n)` with `n ≥ 1`. -/
theorem landau_spectrum {a b : Module.End ℂ V} (hab : a * b - b * a = 1) {f : V}
    (hf : a f = 0) (hf0 : f ≠ 0) {m w : ℝ} (hw : w ≠ 0) (E : ℂ) :
    (∃ ψ : V × V, ψ ≠ 0 ∧ FinitelyExcited a ψ ∧ hamiltonian a b m w ψ = E • ψ) ↔
      E = -(m : ℂ) ∨
        ∃ n : ℕ, 1 ≤ n ∧ (E = (level m w n : ℂ) ∨ E = -(level m w n : ℂ)) := by
  have hw' : (w : ℂ) ≠ 0 := Complex.ofReal_ne_zero.mpr hw
  constructor
  · rintro ⟨⟨u, v⟩, hne, hfin, hψ⟩
    obtain ⟨N, hu, hv⟩ := id hfin
    have h1 : (m : ℂ) • u + (w : ℂ) • a v = E • u := congrArg Prod.fst hψ
    have h2 : (w : ℂ) • b u - (m : ℂ) • v = E • v := congrArg Prod.snd hψ
    have h3 : (w : ℂ) • a v = (E - m) • u := by linear_combination (norm := module) h1
    have h4 : (w : ℂ) • b u = (E + m) • v := by linear_combination (norm := module) h2
    have hv0 : v ≠ 0 := by
      intro h
      rw [h, smul_zero] at h4
      have hbu : b u = 0 := (smul_eq_zero.mp h4).resolve_left hw'
      exact hne (Prod.ext (raised_not_vacuum hab hu (by rw [hbu, map_zero])) h)
    -- eliminate the upper component
    have hav : a v = ((E - m) / w) • u := by
      rw [div_eq_inv_mul, mul_smul, ← h3, inv_smul_smul₀ hw']
    have hbu : b u = ((E + m) / w) • v := by
      rw [div_eq_inv_mul, mul_smul, ← h4, inv_smul_smul₀ hw']
    obtain ⟨n, hn⟩ := number_quantised hab N v ((E - m) / w * ((E + m) / w)) hv0 hv
      (by rw [hav, map_smul, hbu, smul_smul])
    have hE : (E - m) * (E + m) = (w : ℂ) ^ 2 * n := by
      rw [← hn]
      field_simp
    rcases Nat.eq_zero_or_pos n with h0 | hpos
    · left
      rw [h0, Nat.cast_zero, mul_zero] at hE
      rcases mul_eq_zero.mp hE with h | h
      · have hEm : E = m := sub_eq_zero.mp h
        by_cases hm : m = 0
        · rw [hEm, hm]
          simp
        · rw [hEm] at hψ
          exact absurd (no_level_at_plus_mass hab hm hw hfin hψ) hne
      · exact eq_neg_of_add_eq_zero_left h
    · right
      refine ⟨n, hpos, sq_eq_sq_iff_eq_or_eq_neg.mp ?_⟩
      rw [level_sq]
      linear_combination hE
  · rintro (hE | ⟨n, hn, hE⟩)
    · -- the unpaired level lives in the lower component
      refine ⟨(0, f), fun h => hf0 (congrArg Prod.snd h), ⟨1, by simp, by simpa using hf⟩, ?_⟩
      apply Prod.ext
      · change (m : ℂ) • (0 : V) + (w : ℂ) • a f = E • (0 : V)
        rw [hf]
        simp
      · change (w : ℂ) • b 0 - (m : ℂ) • f = E • f
        rw [hE, map_zero]
        module
    · obtain ⟨k, rfl⟩ : ∃ k, n = k + 1 := ⟨n - 1, by omega⟩
      have hsq : E ^ 2 = (m : ℂ) ^ 2 + (w : ℂ) ^ 2 * ((k : ℂ) + 1) := by
        rw [sq_eq_sq_iff_eq_or_eq_neg.mpr hE, level_sq]
        push_cast
        ring
      obtain ⟨hne, heig⟩ := spinor_eigenvector hab hf hf0 hw k hsq
      refine ⟨spinor b f m w k E, hne, ⟨k + 2, ?_, ?_⟩, heig⟩
      · change (a ^ (k + 2)) ((E + m) • fock b f k) = 0
        rw [map_smul, pow_succ', Module.End.mul_apply,
          (fock_ne_zero_and_finite hab hf hf0 k).2, map_zero, smul_zero]
      · change (a ^ (k + 2)) ((w : ℂ) • fock b f (k + 1)) = 0
        rw [map_smul, (fock_ne_zero_and_finite hab hf hf0 (k + 1)).2, smul_zero]
```

Polynomials provide a concrete instance of the ladder algebra: differentiation lowers, multiplication by $X$ raises, and the constant $1$ is the vacuum. The commutator identity is the product rule, $(Xp)'-Xp'=p$.

```lean
/-- On complex polynomials, `a = d/dX`, `b =` multiplication by `X` and `f₀ = 1` satisfy
`ab - ba = 1`, `a f₀ = 0` and `f₀ ≠ 0`. -/
theorem ladder_witness :
    (derivative : Module.End ℂ ℂ[X]) * LinearMap.mulLeft ℂ (X : ℂ[X])
        - LinearMap.mulLeft ℂ (X : ℂ[X]) * (derivative : Module.End ℂ ℂ[X]) = 1 ∧
      derivative (1 : ℂ[X]) = 0 ∧ (1 : ℂ[X]) ≠ 0 := by
  refine ⟨LinearMap.ext fun p => ?_, derivative_one, one_ne_zero⟩
  change derivative (X * p) - X * derivative p = p
  rw [derivative_mul, derivative_X]
  ring

end

end MassiveDiracLandauLevels
```

```lean
#print axioms MassiveDiracLandauLevels.landau_spectrum
```

```
'MassiveDiracLandauLevels.landau_spectrum' depends on axioms: [propext, Classical.choice, Quot.sound]
```
